# Concavity of the lowest defect formation energy and ordering of stable charge states

After the total energies of a point defect have been computed in several charge states, the next step is to draw each formation energy as a straight line against the Fermi level, keep the lowest line at every point, and read the diagram from left to right: the slope gives the charge, and the charge steps down at crossings of lines. That reading rests on the lower envelope being concave and on the minimising charge never rising with the Fermi level, both shown below for a model with finitely many charge states, one fixed energy per state and no thermal averaging.

## Set-up

A defect has a nonempty finite set S of integer charges q, in units of the elementary charge, with q > 0 meaning that electrons have been removed. Moving q electrons to a reservoir at Fermi level μ adds qμ to the energy, so

  E_f(q, μ) = E_q + q μ
  F(μ) = min over q ∈ S of E_f(q, μ)

Everything that does not depend on μ (total energy differences, atomic chemical potentials, the choice of zero for μ, finite-size corrections) is absorbed in E_q. Paragraphs headed *Remark* are arguments by hand that Lean has not checked.

```lean
import Mathlib

open Set

namespace DefectChargeStates

noncomputable section
```

The reference energies are an arbitrary function `E : ℤ → ℝ`. The Fermi level is any real number and is not confined to a band gap.

```lean
/-- Formation energy `E_q + q μ` of the charge state `q` at Fermi level `μ`. -/
def formationEnergy (E : ℤ → ℝ) (q : ℤ) (μ : ℝ) : ℝ := E q + q * μ
```

The envelope F is `minEnergy`. It uses `S.inf' hS`, the minimum over a finite set, which takes the proof `hS` that S is nonempty, because an empty set of real numbers has no minimum.

```lean
/-- The lowest formation energy over the nonempty finite set `S` of charge states. -/
def minEnergy (S : Finset ℤ) (hS : S.Nonempty) (E : ℤ → ℝ) (μ : ℝ) : ℝ :=
  S.inf' hS (fun q => formationEnergy E q μ)
```

A charge is stable at μ when it lies in S and no member of S has lower formation energy. The inequality is not strict, so several charges can be stable at the same μ. Stability is a predicate, and no function q(μ) is chosen.

```lean
/-- The charge `q` is stable at Fermi level `μ` if it belongs to `S` and no charge state
in `S` has a lower formation energy. -/
def IsStable (S : Finset ℤ) (E : ℤ → ℝ) (q : ℤ) (μ : ℝ) : Prop :=
  q ∈ S ∧ ∀ q' ∈ S, formationEnergy E q μ ≤ formationEnergy E q' μ
```

The transition level of two charges is

  ε(q/q′) = (E_q′ − E_q) / (q − q′)

For q = q′ Lean's division returns zero, so the theorems about ε assume that the second charge is strictly below the first.

```lean
/-- The charge transition level `(E_q' - E_q) / (q - q')` of two charge states. -/
def transitionLevel (E : ℤ → ℝ) (q q' : ℤ) : ℝ := (E q' - E q) / ((q : ℝ) - (q' : ℝ))
```

## (a) The envelope lies below every line

*Task.* Show that F(μ) ≤ E_f(q, μ) for every q ∈ S and every μ.

*Solution.* F(μ) is the smallest of the numbers E_f(q′, μ) with q′ ∈ S, and E_f(q, μ) is one of them. In Lean this is `Finset.inf'_le`.

```lean
/-- The lowest formation energy is at most the formation energy of any charge state in `S`. -/
theorem minEnergy_le (S : Finset ℤ) (hS : S.Nonempty) (E : ℤ → ℝ) {q : ℤ} (hq : q ∈ S)
    (μ : ℝ) : minEnergy S hS E μ ≤ formationEnergy E q μ :=
  Finset.inf'_le (fun q => formationEnergy E q μ) hq
```

## (b) A stable charge exists

*Task.* Show that at every μ some q is stable.

*Solution.* A real function on a nonempty finite set attains its minimum. Apply this to q ↦ E_f(q, μ). The lemma `exists_min_image` returns a member of S together with the inequalities that define `IsStable`.

*Remark.* Finiteness matters here. With all integers allowed, E_q = 0 and μ = 1, the energies E_f = q have no minimum.

```lean
/-- At every Fermi level some charge state is stable. -/
theorem exists_isStable (S : Finset ℤ) (hS : S.Nonempty) (E : ℤ → ℝ) (μ : ℝ) :
    ∃ q, IsStable S E q μ := by
  obtain ⟨q, hq, h⟩ := S.exists_min_image (fun q => formationEnergy E q μ) hS
  exact ⟨q, hq, h⟩
```

## (c) Stable means touching the envelope

*Task.* Show that q is stable at μ if and only if q ∈ S and F(μ) = E_f(q, μ).

*Solution.* Let q be stable. Part (a) gives F(μ) ≤ E_f(q, μ). Conversely E_f(q, μ) is at most every E_f(q′, μ), hence at most their minimum, and the two bounds give equality. In the other direction, if equality holds then for each q′ ∈ S

  E_f(q, μ) = F(μ) ≤ E_f(q′, μ)

by (a). The step from "below every term" to "below the minimum" is `Finset.le_inf'_iff`, and `le_antisymm` joins the two bounds.

```lean
/-- A charge is stable exactly when it belongs to `S` and its formation energy equals the
lowest formation energy. -/
theorem isStable_iff (S : Finset ℤ) (hS : S.Nonempty) (E : ℤ → ℝ) (q : ℤ) (μ : ℝ) :
    IsStable S E q μ ↔ q ∈ S ∧ minEnergy S hS E μ = formationEnergy E q μ := by
  constructor
  · rintro ⟨hq, h⟩
    refine ⟨hq, le_antisymm (minEnergy_le S hS E hq μ) ?_⟩
    unfold minEnergy
    rw [Finset.le_inf'_iff]
    exact h
  · rintro ⟨hq, h⟩
    exact ⟨hq, fun q' hq' => h.symm.le.trans (minEnergy_le S hS E hq' μ)⟩
```

## (d) Concavity

*Task.* Show that for all real x, y and all a, b ≥ 0 with a + b = 1

  a F(x) + b F(y) ≤ F(a x + b y)

This is what `ConcaveOn ℝ univ (minEnergy S hS E)` says, with `univ` the whole real line.

*Solution.* By (b) choose q stable at the intermediate point a x + b y. By (c),

  F(a x + b y) = E_q + q (a x + b y)

Since a + b = 1 we may write E_q = a E_q + b E_q, so

  E_q + q (a x + b y) = a (E_q + q x) + b (E_q + q y) = a E_f(q, x) + b E_f(q, y)

By (a), E_f(q, x) ≥ F(x) and E_f(q, y) ≥ F(y). Multiplying by a ≥ 0 and b ≥ 0 and adding gives the claim. The charge q need not be stable at x or y.

In the proof `hmid` is the first display and `haff` the second. The two sides of `haff` differ by −E_q (a + b − 1), which is the multiple of `hab` handed to `linear_combination`. The last line scales and adds the two bounds from `minEnergy_le`.

```lean
/-- The lowest formation energy is a concave function of the Fermi level. -/
theorem minEnergy_concave (S : Finset ℤ) (hS : S.Nonempty) (E : ℤ → ℝ) :
    ConcaveOn ℝ univ (minEnergy S hS E) := by
  refine ⟨convex_univ, ?_⟩
  intro x _ y _ a b ha hb hab
  simp only [smul_eq_mul]
  -- take the state that is stable at the intermediate Fermi level
  obtain ⟨q, hq⟩ := exists_isStable S hS E (a * x + b * y)
  have hmid := ((isStable_iff S hS E q _).1 hq).2
  -- its formation energy is affine in the Fermi level
  have haff : formationEnergy E q (a * x + b * y)
      = a * formationEnergy E q x + b * formationEnergy E q y := by
    unfold formationEnergy
    linear_combination (-(E q)) * hab
  rw [hmid, haff]
  -- and lies above the envelope at both end points
  exact add_le_add (mul_le_mul_of_nonneg_left (minEnergy_le S hS E hq.1 x) ha)
    (mul_le_mul_of_nonneg_left (minEnergy_le S hS E hq.1 y) hb)
```

## (e) Ordering of stable charges

*Task.* Let q₁ be stable at μ₁ and q₂ stable at μ₂ with μ₁ < μ₂. Show q₂ ≤ q₁.

*Solution.* Test each minimiser against the other charge:

  E_q₁ + q₁ μ₁ ≤ E_q₂ + q₂ μ₁
  E_q₂ + q₂ μ₂ ≤ E_q₁ + q₁ μ₂

In the sum the reference energies cancel:

  q₁ μ₁ + q₂ μ₂ ≤ q₂ μ₁ + q₁ μ₂

Collecting terms,

  (q₂ − q₁)(μ₂ − μ₁) ≤ 0

If q₂ > q₁ both factors would be positive, a contradiction. The two tests are `a` and `b`, `hlt` carries the assumption q₁ < q₂ from integers to reals, `hpos` is the positivity of the product, and `nlinarith` expands the product and adds the inequalities. No hypothesis `hS` is needed, since `h₁` already supplies a member of S.

*Remark.* The assumption μ₁ < μ₂ cannot be weakened to ≤. In part (l) both −1 and 0 are stable at μ = 1, and q₁ = −1, q₂ = 0 with μ₁ = μ₂ = 1 violates q₂ ≤ q₁. Nor can the conclusion be made strict, since there 0 is stable at both μ = 0 and μ = 1.

```lean
/-- If `q₁` is stable at `μ₁` and `q₂` is stable at a higher Fermi level `μ₂`,
then `q₂ ≤ q₁`. -/
theorem stable_charge_antitone {S : Finset ℤ} {E : ℤ → ℝ} {q₁ q₂ : ℤ} {μ₁ μ₂ : ℝ}
    (h₁ : IsStable S E q₁ μ₁) (h₂ : IsStable S E q₂ μ₂) (hμ : μ₁ < μ₂) : q₂ ≤ q₁ := by
  have a := h₁.2 q₂ h₂.1
  have b := h₂.2 q₁ h₁.1
  unfold formationEnergy at a b
  by_contra hc
  have hlt : (q₁ : ℝ) < (q₂ : ℝ) := by exact_mod_cast not_le.1 hc
  -- the sum of the two minimality conditions is (q₂ - q₁)(μ₂ - μ₁) ≤ 0
  have hpos := mul_pos (sub_pos.2 hlt) (sub_pos.2 hμ)
  nlinarith
```

## (f) The main statement

*Task.* State (d) and (e) together: for every nonempty finite S and every E, the envelope is concave on ℝ, and for all q₁, q₂, μ₁, μ₂, stability of q₁ at μ₁, stability of q₂ at μ₂ and μ₁ < μ₂ imply q₂ ≤ q₁.

*Solution.* The proof term is the pair of `minEnergy_concave` and `stable_charge_antitone`. The ordering holds for every choice of minimiser when there are ties. The statement does not say that the charge falls in unit steps or that every member of S is stable somewhere. It does not cover Boltzmann populations or reference energies that change with μ.

```lean
/-- Main result: the lowest formation energy is concave in the Fermi level, and the stable
charge does not increase when the Fermi level is raised. -/
theorem concave_and_charge_ordered (S : Finset ℤ) (hS : S.Nonempty) (E : ℤ → ℝ) :
    ConcaveOn ℝ univ (minEnergy S hS E) ∧
      ∀ (q₁ q₂ : ℤ) (μ₁ μ₂ : ℝ), IsStable S E q₁ μ₁ → IsStable S E q₂ μ₂ → μ₁ < μ₂ →
        q₂ ≤ q₁ :=
  ⟨minEnergy_concave S hS E, fun _ _ _ _ h₁ h₂ hμ => stable_charge_antitone h₁ h₂ hμ⟩
```

## (g) The slope is the charge

*Task.* Let q be stable at μ₀ and let F have derivative d at μ₀. Show d = q.

*Solution.* Define

  g(μ) = F(μ) − E_f(q, μ)

By (a), g(μ) ≤ 0 everywhere, and by (c), g(μ₀) = 0. So μ₀ is a maximum of g. Both terms are differentiable at μ₀, the line with slope q, and at a maximum the derivative vanishes:

  0 = g′(μ₀) = d − q

Here `hf` is the slope of the line, `hmax` records the maximum (it holds globally and is stated as `IsLocalMax`), and `hzero` is the last display. Differentiability is the hypothesis `hd`; it is assumed, and the theorem does not say where it holds.

*Remark.* If two different charges are stable at μ₀, then F has no derivative there, because d would equal both.

```lean
/-- Where the lowest formation energy has a derivative in the Fermi level, that derivative
equals the stable charge. -/
theorem slope_eq_stable_charge (S : Finset ℤ) (hS : S.Nonempty) (E : ℤ → ℝ) {q : ℤ}
    {μ₀ d : ℝ} (hq : IsStable S E q μ₀) (hd : HasDerivAt (minEnergy S hS E) d μ₀) :
    d = (q : ℝ) := by
  have hf : HasDerivAt (fun μ => formationEnergy E q μ) (q : ℝ) μ₀ := by
    have h := ((hasDerivAt_id' μ₀).const_mul (q : ℝ)).const_add (E q)
    exact h.congr_deriv (mul_one _)
  -- envelope minus line is nonpositive and vanishes at μ₀
  have hmax : IsLocalMax (fun μ => minEnergy S hS E μ - formationEnergy E q μ) μ₀ := by
    refine Filter.Eventually.of_forall (fun μ => ?_)
    show minEnergy S hS E μ - formationEnergy E q μ
      ≤ minEnergy S hS E μ₀ - formationEnergy E q μ₀
    have h1 := minEnergy_le S hS E hq.1 μ
    have h2 := ((isStable_iff S hS E q μ₀).1 hq).2
    linarith
  have hzero := hmax.hasDerivAt_eq_zero (hd.fun_sub hf)
  linarith
```

## (h) The transition level decides a comparison

*Task.* For q′ < q show that E_f(q, μ) ≤ E_f(q′, μ) if and only if μ ≤ ε(q/q′), and that E_f(q′, μ) ≤ E_f(q, μ) if and only if ε(q/q′) ≤ μ.

*Solution.* Rearranging the first inequality,

  E_q + q μ ≤ E_q′ + q′ μ  ⇔  μ (q − q′) ≤ E_q′ − E_q

Since q − q′ > 0, division keeps the direction and gives μ ≤ ε(q/q′). The second equivalence is the same computation with both inequalities reversed. The higher charge is therefore favoured below the level and the lower charge above it. In Lean `hd` is the positivity of q − q′, `le_div_iff₀` and `div_le_iff₀` clear the denominator, and `nlinarith` does the rearrangement in each of the four implications. The set S plays no part.

```lean
/-- For `q' < q`, the formation energy of `q` is at most that of `q'` exactly at or below the
transition level, and at least that of `q'` exactly at or above it. -/
theorem compare_iff_transitionLevel (E : ℤ → ℝ) {q q' : ℤ} (h : q' < q) (μ : ℝ) :
    (formationEnergy E q μ ≤ formationEnergy E q' μ ↔ μ ≤ transitionLevel E q q') ∧
      (formationEnergy E q' μ ≤ formationEnergy E q μ ↔ transitionLevel E q q' ≤ μ) := by
  have hlt : (q' : ℝ) < (q : ℝ) := by exact_mod_cast h
  have hd : (0 : ℝ) < (q : ℝ) - (q' : ℝ) := sub_pos.2 hlt
  unfold formationEnergy transitionLevel
  rw [le_div_iff₀ hd, div_le_iff₀ hd]
  refine ⟨⟨fun h' => ?_, fun h' => ?_⟩, ⟨fun h' => ?_, fun h' => ?_⟩⟩ <;> nlinarith
```

## (i) The transition level is bracketed

*Task.* Let q₁ be stable at μ₁, q₂ stable at μ₂ and q₂ < q₁. Show

  μ₁ ≤ ε(q₁/q₂) ≤ μ₂

*Solution.* Stability of q₁ gives E_f(q₁, μ₁) ≤ E_f(q₂, μ₁), and the first equivalence of (h) turns this into μ₁ ≤ ε(q₁/q₂). Stability of q₂ gives E_f(q₂, μ₂) ≤ E_f(q₁, μ₂), and the second equivalence gives the upper bound. No order of μ₁ and μ₂ is assumed. The proof term consists of these two applications.

*Remark.* The bracketed level need not be a kink of F. In part (l), ε(+1/−1) = (1 − 1)/2 = 0, where both lines have energy 1 while the neutral state has energy 0.

```lean
/-- If `q₁` is stable at `μ₁` and a lower charge `q₂` is stable at `μ₂`, their transition
level lies between `μ₁` and `μ₂`. -/
theorem transitionLevel_between {S : Finset ℤ} {E : ℤ → ℝ} {q₁ q₂ : ℤ} {μ₁ μ₂ : ℝ}
    (h₁ : IsStable S E q₁ μ₁) (h₂ : IsStable S E q₂ μ₂) (hq : q₂ < q₁) :
    μ₁ ≤ transitionLevel E q₁ q₂ ∧ transitionLevel E q₁ q₂ ≤ μ₂ :=
  ⟨(compare_iff_transitionLevel E hq μ₁).1.1 (h₁.2 q₂ h₂.1),
    (compare_iff_transitionLevel E hq μ₂).2.1 (h₂.2 q₁ h₁.1)⟩
```

## (j) Negative U

*Task.* Let q + 1 and q − 1 belong to S and let

  U = E_{q+1} + E_{q−1} − 2 E_q < 0

Show that q is stable at no μ.

*Solution.* Suppose q were stable at μ. Testing against both neighbours,

  E_q + q μ ≤ E_{q+1} + (q + 1) μ
  E_q + q μ ≤ E_{q−1} + (q − 1) μ

In the sum, 2qμ appears on both sides and cancels, leaving 2E_q ≤ E_{q+1} + E_{q−1}, that is U ≥ 0, against `hU`. The tests are `h1` and `h2`, and `push_cast` rewrites the cast of the integer q + 1 as the real q plus one, and likewise for q − 1, so that the cancellation is visible.

*Remark.* U = 0 does not suffice: with all E_q = 0 every charge in S is stable at μ = 0.

```lean
/-- Negative-U case: if `q + 1` and `q - 1` are in `S` and `E_{q+1} + E_{q-1} < 2 E_q`,
the charge `q` is stable at no Fermi level. -/
theorem negativeU_not_stable {S : Finset ℤ} {E : ℤ → ℝ} {q : ℤ} (hp : q + 1 ∈ S)
    (hm : q - 1 ∈ S) (hU : E (q + 1) + E (q - 1) < 2 * E q) (μ : ℝ) :
    ¬ IsStable S E q μ := by
  intro h
  have h1 := h.2 _ hp
  have h2 := h.2 _ hm
  unfold formationEnergy at h1 h2
  push_cast at h1 h2
  -- the Fermi level cancels in the sum of the two inequalities
  nlinarith
```

## (k) At most one neutral Fermi level

*Task.* Let ρ(μ) be the density of all other charge (holes, electrons, ionised dopants) in units of the elementary charge, assumed strictly decreasing, and let N ≥ 0 be a defect concentration independent of μ, with all defects in one stable charge state. If

  ρ(μ₁) + N q₁ = 0  and  ρ(μ₂) + N q₂ = 0

with q₁ stable at μ₁ and q₂ stable at μ₂, show μ₁ = μ₂.

*Solution.* Suppose μ₁ < μ₂. By (e), q₂ ≤ q₁, so N q₂ ≤ N q₁. Strict decrease gives ρ(μ₂) < ρ(μ₁). Adding,

  0 = ρ(μ₂) + N q₂ < ρ(μ₁) + N q₁ = 0

which is impossible. The case μ₂ < μ₁ follows with the indices exchanged. The proof splits by `lt_trichotomy`, and in each strict case `a` is the bound on Nq, `b` the bound on ρ, and `linarith` adds them to `n₁` and `n₂`. The property `StrictAnti ρ` is a hypothesis and is not derived from carrier statistics. The conclusion concerns μ alone, and existence of a solution is not claimed.

*Remark.* With the energies of part (l), the charge +1 is stable for μ ≤ −1, 0 for −1 ≤ μ ≤ 1 and −1 for μ ≥ 1. For N = 1 and ρ(μ) = 3/2 − μ the three charges would need μ = 5/2, 3/2 and 1/2, each outside its range, so there is no solution with a single integer charge. Uniqueness fails for the constant ρ = 0, where q = 0 solves the condition at μ = 0 and at μ = 1.

```lean
/-- With a strictly decreasing background charge density `ρ` and defect concentration
`N ≥ 0`, two solutions of the neutrality condition `ρ μ + N q = 0` with `q` stable at `μ`
have the same Fermi level. -/
theorem neutral_fermi_level_unique {S : Finset ℤ} {E : ℤ → ℝ} {ρ : ℝ → ℝ} {N : ℝ}
    (hρ : StrictAnti ρ) (hN : 0 ≤ N) {q₁ q₂ : ℤ} {μ₁ μ₂ : ℝ}
    (h₁ : IsStable S E q₁ μ₁) (h₂ : IsStable S E q₂ μ₂)
    (n₁ : ρ μ₁ + N * q₁ = 0) (n₂ : ρ μ₂ + N * q₂ = 0) : μ₁ = μ₂ := by
  rcases lt_trichotomy μ₁ μ₂ with h | h | h
  · -- the total charge falls strictly from μ₁ to μ₂
    exfalso
    have hq : (q₂ : ℝ) ≤ (q₁ : ℝ) := by exact_mod_cast stable_charge_antitone h₁ h₂ h
    have a := mul_le_mul_of_nonneg_left hq hN
    have b := hρ h
    linarith
  · exact h
  · exfalso
    have hq : (q₁ : ℝ) ≤ (q₂ : ℝ) := by exact_mod_cast stable_charge_antitone h₂ h₁ h
    have a := mul_le_mul_of_nonneg_left hq hN
    have b := hρ h
    linarith
```

## (l) A worked example

*Task.* For S = {−1, 0, 1} and the toy energies E_q = q², show that +1 is stable at μ = −2, 0 at μ = 0, −1 at μ = 2, and that both 0 and −1 are stable at μ = 1.

```lean
/-- Reference energies `E_q = q²`. -/
def quadraticEnergy (q : ℤ) : ℝ := (q : ℝ) ^ 2
```

*Solution.* The lines for q = −1, 0, +1 are 1 − μ, 0 and 1 + μ. Their values in that order are

  μ = −2:  3, 0, −1
  μ = 0:  1, 0, 1
  μ = 1:  0, 0, 2
  μ = 2:  −1, 0, 3

The smallest entry of each row belongs to the charge named in the task, with a tie at μ = 1. The proof splits into five claims, checks membership in S, takes each competing charge in turn with `rcases`, and evaluates the fifteen comparisons with `norm_num`.

```lean
/-- For charges `-1, 0, 1` with `E_q = q²`, the charge `1` is stable at `μ = -2`, `0` at
`μ = 0` and `-1` at `μ = 2`, while both `0` and `-1` are stable at `μ = 1`. -/
theorem stable_charge_witness :
    IsStable {-1, 0, 1} quadraticEnergy 1 (-2) ∧ IsStable {-1, 0, 1} quadraticEnergy 0 0 ∧
      IsStable {-1, 0, 1} quadraticEnergy (-1) 2 ∧
      IsStable {-1, 0, 1} quadraticEnergy 0 1 ∧
      IsStable {-1, 0, 1} quadraticEnergy (-1) 1 := by
  refine ⟨?_, ?_, ?_, ?_, ?_⟩ <;>
    refine ⟨by simp, fun q hq => ?_⟩ <;>
    simp only [Finset.mem_insert, Finset.mem_singleton] at hq <;>
    rcases hq with rfl | rfl | rfl <;>
    norm_num [formationEnergy, quadraticEnergy]

end

end DefectChargeStates
```

```lean
#print axioms DefectChargeStates.concave_and_charge_ordered
#print axioms DefectChargeStates.transitionLevel_between
#print axioms DefectChargeStates.negativeU_not_stable
#print axioms DefectChargeStates.neutral_fermi_level_unique
```

```
'DefectChargeStates.concave_and_charge_ordered' depends on axioms: [propext, Classical.choice, Quot.sound]
'DefectChargeStates.transitionLevel_between' depends on axioms: [propext, Classical.choice, Quot.sound]
'DefectChargeStates.negativeU_not_stable' depends on axioms: [propext, Classical.choice, Quot.sound]
'DefectChargeStates.neutral_fermi_level_unique' depends on axioms: [propext, Classical.choice, Quot.sound]
```
